# The rate of change of a product of Poisson weights when the means move

For a finite set of molecular species, `hasDerivAt_poisson` considers the product P(n) of Poisson weights at a fixed copy-number state n, with real means l_i that depend on time and have derivatives v_i at time t. It states that P(n) then has derivative ∑ᵢ vᵢ (P(n − eᵢ) − P(n)) at t, where n − eᵢ has one molecule of species i fewer and P(n − eᵢ) is taken as zero if n has none. The means need not be positive, and no reaction dynamics is assumed. The proof differentiates each weight by the chain rule, combines the factors by the product rule, and compares the two sums species by species.

This version doesn't compile in Lean 4 with Mathlib:

```lean
import Mathlib

namespace HasDerivAtPoisson

noncomputable section

variable {ι : Type*} [Fintype ι] [DecidableEq ι]

/-- The state with one molecule of species `i` fewer, for states that contain species `i`. -/
def removeOne (n : ι → ℕ) (i : ι) : ι → ℕ := Function.update n i (n i - 1)

/-- The value of `f` at the state with one molecule of `i` fewer, and zero if `n` contains
no molecule of `i`. -/
def fromBelow (f : (ι → ℕ) → ℝ) (n : ι → ℕ) (i : ι) : ℝ :=
  if n i = 0 then 0 else f (removeOne n i)

/-- The Poisson weight of `k` molecules at mean `x`. -/
def weight (x : ℝ) (k : ℕ) : ℝ := Real.exp (-x) * x ^ k / (k.factorial : ℝ)

/-- The product of Poisson weights with means `l i`. -/
def poisson (l : ι → ℝ) (n : ι → ℕ) : ℝ := ∏ i, weight (l i) (n i)

/-- The derivative of a Poisson weight with respect to its mean is the weight of one molecule
fewer (zero for no molecules) minus the weight itself. -/
theorem hasDerivAt_weight (k : ℕ) (x : ℝ) :
    HasDerivAt (fun y => weight y k)
      ((if k = 0 then 0 else weight x (k - 1)) - weight x k) x := by
  have he : HasDerivAt (fun y : ℝ => Real.exp (-y)) (-Real.exp (-x)) x := by
    simpa using (hasDerivAt_neg x).exp
  refine ((he.fun_mul (hasDerivAt_pow k x)).div_const (k.factorial : ℝ)).congr_deriv ?_
  cases k with
  | zero => simp [weight]
  | succ k =>
    have h1 : (k.factorial : ℝ) ≠ 0 := by positivity
    have h2 : ((k : ℝ) + 1) * (k.factorial : ℝ) ≠ 0 := by positivity
    rw [if_neg (Nat.succ_ne_zero k)]
    simp only [weight, Nat.add_sub_cancel, Nat.factorial_succ]
    push_cast
    rw [div_sub_div _ _ h1 h2, div_eq_div_iff h2 (mul_ne_zero h1 h2)]
    ring

/-- Setting the copy number of species `i` to `k` changes only the Poisson factor of that
species. -/
theorem poisson_update (l : ι → ℝ) (n : ι → ℕ) (i : ι) (k : ℕ) :
    poisson l (Function.update n i k)
      = weight (l i) k * ∏ j ∈ Finset.univ.erase i, weight (l j) (n j) := by
  unfold poisson
  rw [← Finset.mul_prod_erase _ _ (Finset.mem_univ i), Function.update_self]
  congr 1
  exact Finset.prod_congr rfl fun j hj => by
    rw [Function.update_of_ne (Finset.ne_of_mem_erase hj)]

/-- If the means move with velocities `v i` at time `t`, the Poisson product changes at the
rate `∑ i, v i * (P(n - e_i) - P(n))`, where `P(n - e_i)` is zero if `n` has no molecule
of `i`. -/
theorem hasDerivAt_poisson {l : ℝ → ι → ℝ} {v : ι → ℝ} {t : ℝ}
    (hl : ∀ i, HasDerivAt (fun s => l s i) (v i) t) (n : ι → ℕ) :
    HasDerivAt (fun s => poisson (l s) n)
      (∑ i, v i * (fromBelow (poisson (l t)) n i - poisson (l t) n)) t := by
  have hw : ∀ i ∈ (Finset.univ : Finset ι), HasDerivAt (fun s => weight (l s i) (n i))
      (((if n i = 0 then 0 else weight (l t i) (n i - 1)) - weight (l t i) (n i)) * v i) t :=
    fun i _ => (hasDerivAt_weight (n i) (l t i)).comp t (hl i)
  -- product rule, then comparison species by species
  refine (HasDerivAt.fun_finset_prod hw).congr_deriv (Finset.sum_congr rfl fun i _ => ?_)
  have hs := poisson_update (l t) n i (n i)
  rw [Function.update_eq_self] at hs
  simp only [fromBelow, removeOne, poisson_update, hs, smul_eq_mul]
  split_ifs <;> ring

end

end HasDerivAtPoisson
```

Compiling this gives:

```
Main.lean:62:15: error: Type mismatch
  HasDerivAt.comp t ?m.88 (hl i)
has type
  HasDerivAt (?m.85 ∘ fun s => l s i) (?m.87 * v i) t
but is expected to have type
  HasDerivAt (fun s => weight (l s i) (n i))
    (((if n i = 0 then 0 else weight (l t i) (n i - 1)) - weight (l t i) (n i)) * v i) t
Main.lean:64:10: warning: `HasDerivAt.fun_finset_prod` has been deprecated: Use `HasDerivAt.fun_finsetProd` instead
```

What went wrong. The error is in the chain-rule step `hw`. When Lean compares the type of `HasDerivAt.comp` with the expected one, the outer function is still the unknown `?m.85`, and the derivative fact for the weight is still the placeholder `?m.88`. Lean would have to find the outer function by matching `?m.85 ∘ fun s => l s i` with `fun s => weight (l s i) (n i)`. This match fails, because the unknown is applied to the compound term `l s i` and not to a plain variable.

The repair first states `h1`, which names the outer function `fun y => weight y (n i)` and writes the point as `(fun s => l s i) t`, the form `comp` expects. `h2` is then built with no expected type to match, so its outer function comes from `h1`. In `exact h2` both functions are known, and Lean only has to check that they agree by unfolding the composition.

The change from `fun_finset_prod` to `fun_finsetProd` is mere tidying: it replaces a deprecated name, which had caused only a warning.

The mended proof, as a diff:

```diff
@@ -60,7 +60,12 @@
   have hw : ∀ i ∈ (Finset.univ : Finset ι), HasDerivAt (fun s => weight (l s i) (n i))
       (((if n i = 0 then 0 else weight (l t i) (n i - 1)) - weight (l t i) (n i)) * v i) t :=
-    fun i _ => (hasDerivAt_weight (n i) (l t i)).comp t (hl i)
+    by
+      intro i _
+      have h1 : HasDerivAt (fun y => weight y (n i)) _ ((fun s => l s i) t) :=
+        hasDerivAt_weight (n i) (l t i)
+      have h2 := h1.comp t (hl i)
+      exact h2
   -- product rule, then comparison species by species
-  refine (HasDerivAt.fun_finset_prod hw).congr_deriv (Finset.sum_congr rfl fun i _ => ?_)
+  refine (HasDerivAt.fun_finsetProd hw).congr_deriv (Finset.sum_congr rfl fun i _ => ?_)
   have hs := poisson_update (l t) n i (n i)
   rw [Function.update_eq_self] at hs
```
